# In class DIII, the BdG matrix is singular exactly when $h+iD\Theta^T$ is

Suppose one looks for a zero-energy state of a finite superconductor, invariant under a time reversal that squares to $-1$, by varying a parameter and watching for a sign change in the determinant of its Bogoliubov-de Gennes (BdG) matrix. The search finds nothing, even where such a state exists, because this determinant is a squared modulus and can only touch zero. The missing sign change is common to all BdG matrices, whose levels come in pairs $\pm E$. What time reversal adds is that the quantity inside the modulus is the determinant, complex in general, of a matrix of half the size, whose singularity can be tested directly in any finite mean-field model that meets the hypotheses below.

Let $h$ be the normal-state matrix on $N$ single-particle states, chemical potential included, and $D$ the pairing matrix. A bar denotes entrywise conjugation. Time reversal acts as a real matrix $\Theta$ followed by complex conjugation. Put

$$H=\begin{pmatrix}h&D\\-\bar D&-\bar h\end{pmatrix},\qquad M=D\Theta^T,\qquad Q=h+iM.$$

In Lean the states are labelled by a finite type `n`, and `n ⊕ n` labels particle and hole components. The real matrix $\Theta$ enters complex products through `cx`, and `conjM` is the bar.

```lean
import Mathlib

open Matrix

namespace ClassDIIIBdG

noncomputable section

variable {n : Type*} [Fintype n] [DecidableEq n]

/-- A real matrix regarded as a complex matrix. -/
def cx (Θ : Matrix n n ℝ) : Matrix n n ℂ := Θ.map Complex.ofRealHom

/-- The entrywise complex conjugate of a matrix. -/
def conjM (A : Matrix n n ℂ) : Matrix n n ℂ := A.map star

/-- The Bogoliubov-de Gennes matrix with normal part `h` and pairing `D`. -/
def bdg (h D : Matrix n n ℂ) : Matrix (n ⊕ n) (n ⊕ n) ℂ :=
  fromBlocks h D (-conjM D) (-conjM h)

/-- The pairing matrix referred to time-reversed partners, `M = D Θᵀ`. -/
def gap (Θ : Matrix n n ℝ) (D : Matrix n n ℂ) : Matrix n n ℂ := D * (cx Θ)ᵀ

/-- The chiral block `h + i M`. -/
def chiralBlock (h M : Matrix n n ℂ) : Matrix n n ℂ := h + Complex.I • M
```

Two changes of basis are used, one acting on the holes alone and one, for the chiral form, mixing particles with holes. The second is defined without its factor $1/\sqrt2$ first, and then with it.

```lean
/-- The change of basis that applies `Θ` to the hole components only. -/
def holeFrame (Θ : Matrix n n ℝ) : Matrix (n ⊕ n) (n ⊕ n) ℂ :=
  fromBlocks 1 0 0 (cx Θ)

/-- The unnormalised mixing of particle and hole components with relative phases `i` and `-i`. -/
def chiralMix : Matrix (n ⊕ n) (n ⊕ n) ℂ :=
  fromBlocks 1 (Complex.I • 1) 1 (-(Complex.I • 1))

/-- The mixing of particle and hole components, normalised by `1/√2`. -/
def chiralFrame : Matrix (n ⊕ n) (n ⊕ n) ℂ :=
  (((Real.sqrt 2)⁻¹ : ℝ) : ℂ) • chiralMix
```

The hypotheses are the six fields of one structure.

```lean
/-- The data of a class DIII superconductor: a real orthogonal antisymmetric `Θ`, a Hermitian
`h` and an antisymmetric pairing `D`, both invariant under time reversal. -/
structure IsDIII (Θ : Matrix n n ℝ) (h D : Matrix n n ℂ) : Prop where
  orth : Θ * Θᵀ = 1
  anti : Θᵀ = -Θ
  herm : hᴴ = h
  pair : Dᵀ = -D
  trs_h : cx Θ * conjM h * (cx Θ)ᵀ = h
  trs_D : cx Θ * conjM D * (cx Θ)ᵀ = D
```

The examples of failure below are short matrix computations by hand, separate from the Lean file. They use $J=\begin{pmatrix}0&1\\-1&0\end{pmatrix}$ and real numbers $\mu$ and $\delta\ne0$.

## Orthogonal and antisymmetric $\Theta$: time reversal squaring to $-1$

The fields `orth` and `anti` say that time reversal preserves norms and squares to $-1$, as for an odd number of spin-½ particles. By hand, $\Theta\Theta^T=1$ and $\Theta^T=-\Theta$ give $\Theta^2=-1$. The lemma `cx_facts` carries this over to the complex matrix, entry by entry.

```lean
/-- For a real orthogonal antisymmetric `Θ`, the complexified matrix has adjoint and transpose
equal to `-Θ`, and its square is `-1`. -/
theorem cx_facts {Θ : Matrix n n ℝ} (orth : Θ * Θᵀ = 1) (anti : Θᵀ = -Θ) :
    (cx Θ)ᴴ = -cx Θ ∧ (cx Θ)ᵀ = -cx Θ ∧ cx Θ * cx Θ = -1 := by
  have e : ∀ i j, Θ j i = -Θ i j := fun i j => congrFun (congrFun anti i) j
  refine ⟨?_, ?_, ?_⟩
  · ext i j
    simp [cx, e i j]
  · ext i j
    simp [cx, e i j]
  · have h1 : Θ * Θ = -1 := by
      rw [anti, mul_neg] at orth
      exact neg_eq_iff_eq_neg.mp orth
    have h2 : cx Θ * cx Θ = (Θ * Θ).map Complex.ofRealHom := Matrix.map_mul.symm
    rw [h2, h1]
    ext i j
    by_cases hij : i = j <;> simp [hij]
```

Without antisymmetry, take $\Theta=1$, $h=\mu 1$ and $D=J$. All the other conditions hold, but $M=J$ is not Hermitian. At $\mu=1$ the matrix $Q=1+iJ$ is singular, while $H^2=2$, so $H$ is not.

Without orthogonality, take $\Theta=\mathrm{diag}(2J,J/2)$, $h=0$ and $D=\begin{pmatrix}0&1\\-1&0\end{pmatrix}$ in $2\times2$ blocks. The remaining conditions hold, and again $M$ is not Hermitian.

## Time-reversal-invariant pairing: an overall phase fixed up to sign

The field `trs_D` says $\Theta\bar D\Theta^T=D$. Besides restricting the form of the pairing, it fixes the overall phase of a nonzero $D$ up to a sign. For any invariant matrix $X$, multiplying $\Theta\bar X\Theta^T=X$ on the right by $\Theta$ gives

$$\Theta\bar X=X\Theta .$$

The `calc` block in `trs_swap` is this multiplication.

```lean
/-- A time-reversal invariant matrix `X` satisfies `Θ conj(X) = X Θ`. -/
theorem trs_swap {Θ : Matrix n n ℝ} {X : Matrix n n ℂ} (orth : Θ * Θᵀ = 1)
    (anti : Θᵀ = -Θ) (hX : cx Θ * conjM X * (cx Θ)ᵀ = X) :
    cx Θ * conjM X = X * cx Θ := by
  obtain ⟨-, hT, hsq⟩ := cx_facts orth anti
  symm
  calc X * cx Θ = (cx Θ * conjM X * (cx Θ)ᵀ) * cx Θ := by rw [hX]
    _ = cx Θ * conjM X := by rw [hT, mul_assoc, neg_mul, hsq, neg_neg, mul_one]
```

Without it, take $\Theta=J$, $h=\mu1$ and $D=i\delta J$. Then $M=i\delta1$ is not Hermitian, and $Q=(\mu-\delta)1$ vanishes at $\mu=\delta$, although the energies $\pm\sqrt{\mu^2+\delta^2}$ stay away from zero. This is not a physical breaking of time reversal: multiplying all basis states by a common phase removes the factor $i$ from $D$. The test on $Q$ requires that phase convention to be chosen first.

## Antisymmetric pairing: Fermi statistics

The field `pair` expresses the anticommutation of the two paired fermion operators. It gives $D^\dagger=\overline{D^T}=-\bar D$, and therefore

$$M^\dagger=\Theta D^\dagger=-\Theta\bar D=-D\Theta=D\Theta^T=M .$$

In the proof, `hc` is the first relation and `hs` the exchange of $\Theta$ with $D$.

```lean
/-- The matrix `M = D Θᵀ` is Hermitian. -/
theorem gap_hermitian {Θ : Matrix n n ℝ} {h D : Matrix n n ℂ} (H : IsDIII Θ h D) :
    (gap Θ D)ᴴ = gap Θ D := by
  obtain ⟨hH, hT, -⟩ := cx_facts H.orth H.anti
  have hs := trs_swap H.orth H.anti H.trs_D
  -- antisymmetry of the pairing turns conjugation into minus the adjoint
  have hc : conjM D = -Dᴴ := by
    have h1 : conjM D = (Dᵀ)ᴴ := by
      ext i j
      rfl
    rw [h1, H.pair, conjTranspose_neg]
  rw [hc, mul_neg] at hs
  rw [gap, hT, mul_neg, conjTranspose_neg, conjTranspose_mul, hH, neg_mul, ← hs]
```

Without it, $\Theta=J$ and $D=\delta1$ give $M=-\delta J$, which is anti-Hermitian.

## Time-reversal-invariant $h$: no magnetic field

The field `trs_h` excludes Zeeman terms and other couplings that are odd under time reversal. It is what turns the hole block into $-h$. With $W=\mathrm{diag}(1,\Theta)$, which is unitary,

$$WHW^\dagger=\begin{pmatrix}h&D\Theta^T\\-\Theta\bar D&-\Theta\bar h\Theta^T\end{pmatrix}=\begin{pmatrix}h&M\\M&-h\end{pmatrix}.$$

The lower-left block uses $-\Theta\bar D=-D\Theta=M$. The proof multiplies out the blocks and compares them one at a time; `hh` settles the last.

```lean
/-- Applying `Θ` to the hole components is unitary and brings the BdG matrix to the form
`[[h, M], [M, -h]]`. -/
theorem bdg_reduction {Θ : Matrix n n ℝ} {h D : Matrix n n ℂ} (H : IsDIII Θ h D) :
    holeFrame Θ ∈ unitaryGroup (n ⊕ n) ℂ ∧
      holeFrame Θ * bdg h D * (holeFrame Θ)ᴴ
        = fromBlocks h (gap Θ D) (gap Θ D) (-h) := by
  obtain ⟨hH, hT, hsq⟩ := cx_facts H.orth H.anti
  have hs := trs_swap H.orth H.anti H.trs_D
  have hh := H.trs_h
  rw [hT, mul_neg] at hh
  constructor
  · rw [mem_unitaryGroup_iff, star_eq_conjTranspose, holeFrame, fromBlocks_conjTranspose,
      fromBlocks_multiply, ← fromBlocks_one, fromBlocks_inj]
    exact ⟨by simp, by simp, by simp, by simp [hH, hsq]⟩
  · rw [holeFrame, bdg, fromBlocks_conjTranspose, fromBlocks_multiply, fromBlocks_multiply,
      fromBlocks_inj]
    refine ⟨by simp, by simp [gap, hH, hT], by simp [gap, hT, hs], ?_⟩
    rw [hH]
    simp only [conjTranspose_zero, mul_zero, zero_mul, zero_add, mul_neg, neg_mul, neg_neg]
    exact neg_eq_iff_eq_neg.mp hh
```

Without it, take $\Theta=J$, $D=\delta J$ and $h=\mathrm{diag}(\mu+b,\mu-b)$, with a Zeeman energy $b$. At $b^2=\mu^2+\delta^2$ the field closes the gap and $H$ is singular. But $Q=h+i\delta1$ is invertible, so a test on $Q$ would miss the closing.

## Hermitian $h$: the adjoint in the second chiral block

The field `herm` is the usual condition for real single-particle energies. Together with $M^\dagger=M$ it gives $Q^\dagger=h-iM$. Let

$$V=\frac1{\sqrt2}\begin{pmatrix}1&i\\1&-i\end{pmatrix},\qquad V\begin{pmatrix}h&M\\M&-h\end{pmatrix}V^\dagger=\begin{pmatrix}0&Q\\Q^\dagger&0\end{pmatrix}.$$

For instance, the upper-left block is $\tfrac12[(h+iM)-i(M-ih)]=0$, and the upper-right is $\tfrac12[(h+iM)+i(M-ih)]=Q$. The lower blocks follow with $i$ replaced by $-i$ in $V$'s row: they are $h-iM=Q^\dagger$ and $0$. In Lean, `key` collects the two factors $1/\sqrt2$ into one half, and each `linear_combination` supplies $i^2=-1$ for one block entry.

```lean
/-- For Hermitian `h` and `M`, the unitary particle-hole mixing makes `[[h, M], [M, -h]]`
block off-diagonal, with blocks `h + i M` and its adjoint. -/
theorem chiral_form {h M : Matrix n n ℂ} (hh : hᴴ = h) (hM : Mᴴ = M) :
    (chiralFrame : Matrix (n ⊕ n) (n ⊕ n) ℂ) ∈ unitaryGroup (n ⊕ n) ℂ ∧
      chiralFrame * fromBlocks h M M (-h) * chiralFrameᴴ
        = fromBlocks 0 (chiralBlock h M) (chiralBlock h M)ᴴ 0 := by
  have hT : (chiralMix : Matrix (n ⊕ n) (n ⊕ n) ℂ)ᴴ
      = fromBlocks 1 1 (-(Complex.I • 1)) (Complex.I • 1) := by
    rw [chiralMix, fromBlocks_conjTranspose]
    simp [conjTranspose_smul]
  have hs : star (((Real.sqrt 2)⁻¹ : ℝ) : ℂ) = (((Real.sqrt 2)⁻¹ : ℝ) : ℂ) :=
    Complex.conj_ofReal _
  have hc : (((Real.sqrt 2)⁻¹ : ℝ) : ℂ) * (((Real.sqrt 2)⁻¹ : ℝ) : ℂ) = 1 / 2 := by
    rw [← Complex.ofReal_mul, ← mul_inv, Real.mul_self_sqrt (by norm_num)]
    norm_num
  -- the two normalisation factors combine to one half
  have key : ∀ X : Matrix (n ⊕ n) (n ⊕ n) ℂ, chiralFrame * X * chiralFrameᴴ
      = (1 / 2 : ℂ) • (chiralMix * X * chiralMixᴴ) := by
    intro X
    rw [chiralFrame, conjTranspose_smul, hs, Matrix.smul_mul, Matrix.smul_mul,
      Matrix.mul_smul, smul_smul, hc]
  have hQ : (chiralBlock h M)ᴴ = h - Complex.I • M := by
    rw [chiralBlock, conjTranspose_add, conjTranspose_smul, hh, hM]
    simp [sub_eq_add_neg]
  constructor
  · have k1 := key 1
    simp only [mul_one] at k1
    rw [mem_unitaryGroup_iff, star_eq_conjTranspose, k1, hT, chiralMix, fromBlocks_multiply,
      fromBlocks_smul, ← fromBlocks_one, fromBlocks_inj]
    refine ⟨?_, ?_, ?_, ?_⟩ <;> ext i j <;>
      simp only [mul_one, mul_neg, neg_mul, neg_neg, Matrix.mul_smul,
        Matrix.add_apply, Matrix.smul_apply, Matrix.neg_apply, Matrix.zero_apply, smul_eq_mul]
    · linear_combination (-(1 / 2) * (1 : Matrix n n ℂ) i j) * Complex.I_mul_I
    · linear_combination ((1 / 2) * (1 : Matrix n n ℂ) i j) * Complex.I_mul_I
    · linear_combination ((1 / 2) * (1 : Matrix n n ℂ) i j) * Complex.I_mul_I
    · linear_combination (-(1 / 2) * (1 : Matrix n n ℂ) i j) * Complex.I_mul_I
  · rw [key, hT, hQ, chiralBlock, chiralMix, fromBlocks_multiply, fromBlocks_multiply,
      fromBlocks_smul, fromBlocks_inj]
    refine ⟨?_, ?_, ?_, ?_⟩ <;> ext i j <;>
      simp only [mul_one, one_mul, mul_neg, neg_mul, neg_neg, Matrix.smul_mul, Matrix.mul_smul,
        Matrix.add_apply, Matrix.sub_apply, Matrix.smul_apply, Matrix.neg_apply,
        Matrix.zero_apply, smul_eq_mul]
    · linear_combination ((1 / 2) * h i j) * Complex.I_mul_I
    · linear_combination (-(1 / 2) * h i j) * Complex.I_mul_I
    · linear_combination (-(1 / 2) * h i j) * Complex.I_mul_I
    · linear_combination ((1 / 2) * h i j) * Complex.I_mul_I
```

Hermiticity also gives $\bar h=h^T$, so $\Theta h^T=h\Theta$. For the pairing part, $M^T=\Theta D^T$, hence $\Theta M^T=\Theta^2D^T=D=M\Theta$. Adding the two, $\Theta Q^T=Q\Theta$, and so

$$(Q\Theta)^T=-\Theta Q^T=-Q\Theta .$$

The steps `a` and `b` are the two exchange relations.

```lean
/-- The chiral block multiplied by `Θ` is an antisymmetric matrix. -/
theorem chiralBlock_antisymm {Θ : Matrix n n ℝ} {h D : Matrix n n ℂ} (H : IsDIII Θ h D) :
    (chiralBlock h (gap Θ D) * cx Θ)ᵀ = -(chiralBlock h (gap Θ D) * cx Θ) := by
  obtain ⟨-, hT, hsq⟩ := cx_facts H.orth H.anti
  have a : cx Θ * hᵀ = h * cx Θ := by
    have h1 : conjM h = (hᴴ)ᵀ := by
      ext i j
      rfl
    have h2 := trs_swap H.orth H.anti H.trs_h
    rwa [h1, H.herm] at h2
  have b : cx Θ * (gap Θ D)ᵀ = gap Θ D * cx Θ := by
    rw [gap, transpose_mul, transpose_transpose, H.pair, hT, ← mul_assoc, hsq,
      mul_assoc D, neg_mul (cx Θ), hsq]
    simp
  rw [chiralBlock, transpose_mul, transpose_add, transpose_smul, hT, neg_mul, mul_add,
    Matrix.mul_smul, a, b, add_mul, Matrix.smul_mul]
```

Without Hermiticity, $h-iM$ need not be $Q^\dagger$, and $Q\Theta$ need not be antisymmetric. The equivalence of singularity would survive, by another route: invariance alone gives $\Theta\bar Q=(h-iM)\Theta$, so $\det(h-iM)=\overline{\det Q}$.

## All six conditions: $\det H=|\det Q|^2$

Multiply the reduced matrix on both sides by a triangular matrix of determinant one:

$$\begin{pmatrix}1&i\\0&1\end{pmatrix}\begin{pmatrix}h&M\\M&-h\end{pmatrix}\begin{pmatrix}1&i\\0&1\end{pmatrix}=\begin{pmatrix}Q&0\\M&-Q^\dagger\end{pmatrix}.$$

The upper-right block is $iQ+M-ih=0$. Unitary equivalence preserves the determinant, so $\det H=(-1)^N\det Q\,\overline{\det Q}$. Finally $\det\Theta=\det\Theta^T=(-1)^N\det\Theta$, and $\det\Theta\neq0$, so the sign is $+1$. In Lean the triangular step is `e2`, the unitary one is `e1`, and the sign is settled by `par`.

```lean
/-- The determinant of the BdG matrix is the squared modulus of the determinant of the
chiral block `h + i M`. -/
theorem det_bdg {Θ : Matrix n n ℝ} {h D : Matrix n n ℂ} (H : IsDIII Θ h D) :
    (bdg h D).det = (Complex.normSq (chiralBlock h (gap Θ D)).det : ℂ) := by
  obtain ⟨-, hT, hsq⟩ := cx_facts H.orth H.anti
  obtain ⟨hU, hred⟩ := bdg_reduction H
  have hM := gap_hermitian H
  set M := gap Θ D with hMdef
  -- unitary equivalence preserves the determinant
  have e1 : (fromBlocks h M M (-h)).det = (bdg h D).det := by
    have u : (holeFrame Θ).det * ((holeFrame Θ)ᴴ).det = 1 := by
      rw [← det_mul, ← star_eq_conjTranspose, mem_unitaryGroup_iff.mp hU, det_one]
    rw [← hred, det_mul, det_mul]
    linear_combination (bdg h D).det * u
  have hQ : (chiralBlock h M)ᴴ = h - Complex.I • M := by
    rw [chiralBlock, conjTranspose_add, conjTranspose_smul, H.herm, hM]
    simp [sub_eq_add_neg]
  -- unit triangular factors bring the matrix to block triangular form
  have e2 : fromBlocks 1 (Complex.I • 1) 0 1 * fromBlocks h M M (-h)
      * fromBlocks 1 (Complex.I • 1) 0 1
      = fromBlocks (chiralBlock h M) 0 M (-(chiralBlock h M)ᴴ) := by
    rw [hQ, chiralBlock, fromBlocks_multiply, fromBlocks_multiply, fromBlocks_inj]
    refine ⟨?_, ?_, ?_, ?_⟩ <;> ext i j <;>
      simp only [mul_one, one_mul, mul_zero, zero_mul, mul_neg, Matrix.smul_mul,
        Matrix.mul_smul, Matrix.add_apply, Matrix.sub_apply, Matrix.smul_apply,
        Matrix.neg_apply, Matrix.zero_apply, smul_eq_mul]
    · ring
    · linear_combination (M i j) * Complex.I_mul_I
    · ring
    · ring
  -- an invertible antisymmetric matrix has even dimension
  have par : (-1 : ℂ) ^ Fintype.card n = 1 := by
    have hj : (cx Θ).det * (cx Θ).det = 1 := by
      have h1 : cx Θ * (cx Θ)ᵀ = 1 := by rw [hT, mul_neg, hsq, neg_neg]
      have h2 := congrArg Matrix.det h1
      rwa [det_mul, det_transpose, det_one] at h2
    have hp := det_transpose (cx Θ)
    rw [hT, det_neg] at hp
    linear_combination (1 - (-1 : ℂ) ^ Fintype.card n) * hj + (cx Θ).det * hp
  have e3 := congrArg Matrix.det e2
  rw [det_mul, det_mul, det_fromBlocks_zero₂₁, det_fromBlocks_zero₁₂, det_one, det_neg,
    par, det_conjTranspose, one_mul, one_mul, one_mul, mul_one, e1] at e3
  rw [e3]
  exact Complex.mul_conj _
```

The main theorem says that, for any matrices satisfying `IsDIII`, $M$ is Hermitian, some unitary $U$ brings $H$ to the reduced form, and $\det H=0$ if and only if $\det(h+iM)=0$. Its proof takes $U=W$ and reads the last claim off the determinant identity.

```lean
/-- For a class DIII superconductor, `M = D Θᵀ` is Hermitian, the BdG matrix is unitarily
equivalent to `[[h, M], [M, -h]]`, and it is singular exactly when `h + i M` is singular. -/
theorem classDIII_main {Θ : Matrix n n ℝ} {h D : Matrix n n ℂ} (H : IsDIII Θ h D) :
    (gap Θ D)ᴴ = gap Θ D ∧
      (∃ U ∈ unitaryGroup (n ⊕ n) ℂ,
        U * bdg h D * Uᴴ = fromBlocks h (gap Θ D) (gap Θ D) (-h)) ∧
      ((bdg h D).det = 0 ↔ (h + Complex.I • gap Θ D).det = 0) := by
  refine ⟨gap_hermitian H, ⟨holeFrame Θ, bdg_reduction H⟩, ?_⟩
  rw [det_bdg H, Complex.ofReal_eq_zero, Complex.normSq_eq_zero, chiralBlock]
```

"Class DIII" refers here to the symmetry conditions only. The theorem computes no topological invariant and does not treat Bloch matrices, for which time reversal relates $k$ to $-k$. The pairing is given, not determined self-consistently.

The chiral form also yields a neighbouring result, argued here by hand and not part of the Lean file. Its square is $\mathrm{diag}(QQ^\dagger,Q^\dagger Q)$, and conjugating it by $\mathrm{diag}(1,-1)$ reverses its sign, so its spectrum is symmetric about zero. The energies of $H$ are therefore plus and minus the singular values of $Q$, and for $N>0$ the smallest singular value is the distance of the spectrum from zero.

Time reversal could also have been modelled by a complex unitary antisymmetric $\Theta$, which would admit any orthonormal single-particle basis. The conditions would then read $\Theta\bar h\Theta^\dagger=h$ and $\Theta\bar D\Theta^T=D$, with $M=D\Theta^\dagger$. For real $\Theta$ the adjoint and the transpose coincide.

## Two levels with real pairing

The smallest non-empty case has $\Theta=J$, $h=\mu1$ and $D=\delta J$, where $\delta$ may now be zero. Then $M=\delta1$ and $Q=(\mu+i\delta)1$, so $\det H=(\mu^2+\delta^2)^2$, which vanishes only at $\mu=\delta=0$. The Lean statement confirms that all six conditions hold for every real $\mu$ and $\delta$.

```lean
/-- A two-level system with real level energy `μ` and real pairing amplitude `δ` satisfies
the class DIII conditions. -/
theorem isDIII_witness (μ δ : ℝ) :
    IsDIII !![0, 1; -1, 0] !![(μ : ℂ), 0; 0, (μ : ℂ)] !![0, (δ : ℂ); -(δ : ℂ), 0] := by
  constructor <;> ext i j <;> fin_cases i <;> fin_cases j <;>
    simp [cx, conjM, Matrix.mul_apply, Fin.sum_univ_succ]

end

end ClassDIIIBdG
```

```lean
#print axioms ClassDIIIBdG.chiral_form
#print axioms ClassDIIIBdG.chiralBlock_antisymm
#print axioms ClassDIIIBdG.classDIII_main
```

```
'ClassDIIIBdG.chiral_form' depends on axioms: [propext, Classical.choice, Quot.sound]
'ClassDIIIBdG.chiralBlock_antisymm' depends on axioms: [propext, Classical.choice, Quot.sound]
'ClassDIIIBdG.classDIII_main' depends on axioms: [propext, Classical.choice, Quot.sound]
```
